# Glynn's formula for the permanent, with a bound for unitary boson networks

Take two modes and a matrix $A$ whose entry $A_{ij}$ is the amplitude for a boson to go from input $j$ to output $i$. The bosons are indistinguishable and do not interact. With one boson in each input, the amplitude for one boson in each output is $A_{11}A_{22}+A_{21}A_{12}$, the permanent of $A$. Now consider
$$(A_{11}+A_{21})(A_{12}+A_{22})-(A_{11}-A_{21})(A_{12}-A_{22}).$$
The terms $A_{11}A_{12}$ and $A_{21}A_{22}$, which put both bosons in one output, cancel. The other two double, leaving $2\,\mathrm{perm}\,A$.

## From two modes to $n$

Let $x_i$ be the commuting creation operator of output mode $i$. The network sends the creation operator of input $j$ to $\sum_i A_{ij}x_i$, so one boson per input gives
$$\prod_j\sum_i A_{ij}x_i=\sum_f\prod_j A_{f(j)j}\,x_{f(j)},$$
where $f$ runs over all maps from inputs to outputs. The monomial $\prod_i x_i$ arises exactly when $f$ is a permutation, so its coefficient is $\mathrm{perm}\,A=\sum_\sigma\prod_j A_{\sigma(j)j}$.

For a sign vector $\delta\in\{1,-1\}^n$, set $v_j=\sum_i\delta_iA_{ij}$ and $g(\delta)=\prod_k\delta_k\prod_j v_j$. Expanding and exchanging sums,
$$\sum_\delta g(\delta)=\sum_f\Big(\prod_jA_{f(j)j}\Big)S_f,\qquad S_f=\sum_\delta\prod_k\delta_k\prod_j\delta_{f(j)}.$$
If $f$ misses a mode $k$, flipping $\delta_k$ reverses every summand, so $S_f=-S_f=0$. If $f$ is a permutation, every summand is $\prod_k\delta_k^2=1$ and $S_f=2^n$. Hence $\sum_\delta g(\delta)=2^n\,\mathrm{perm}\,A$, and where $2\neq0$ in a field,
$$\mathrm{perm}\,A=2^{-n}\sum_\delta g(\delta).$$

Reversing all signs multiplies $g$ by $(-1)^n(-1)^n=1$. For $n\ge1$ one sign can therefore be fixed and the remaining sum doubled.

If $A=U$ is unitary, then $\sum_j|v_j|^2=\sum_i|\delta_i|^2=n$. Since $x\le e^{x-1}$,
$$|g(\delta)|^2=\prod_j|v_j|^2\le e^{\sum_j(|v_j|^2-1)}=1.$$
Averaging over $\delta$ gives $|\mathrm{perm}\,U|\le1$.

In a calculation, the sign vectors with one sign fixed are ordered so that neighbours differ in one entry $k$. Each $v_j$ is then updated by adding $\pm2A_{kj}$, and the $n$ sums are multiplied. This takes of order $n2^{n-1}$ operations for an amplitude of non-interacting, indistinguishable bosons, against $n!$ products in the definition.

## The network and its amplitude in Lean

The modes form a finite type `n`, and the entries lie in a commutative ring `R`.

```lean
import Mathlib

open Matrix

namespace GlynnFormula

noncomputable section

variable {n R : Type*} [Fintype n] [DecidableEq n] [CommRing R]
```

Creation operators become polynomial variables, which builds in their commutation.

```lean
/-- The state behind a linear network `A` fed with one boson in every input mode, written as a
polynomial in the commuting creation operators `X i` of the output modes. -/
def outputState (A : Matrix n n R) : MvPolynomial n R :=
  ∏ j, ∑ i, MvPolynomial.C (A i j) * MvPolynomial.X i
```

The exponent `∑ i, Finsupp.single i 1` means occupation one in every mode. The corresponding Fock state has norm one, so the coefficient needs no factorial correction.

```lean
/-- The transition amplitude to one boson in every output mode: the coefficient of the product
of all creation operators in the output state. -/
def amplitude (A : Matrix n n R) : R :=
  MvPolynomial.coeff (∑ i, Finsupp.single i 1) (outputState A)
```

An inner product in Fock space would give the same amplitude. For other output states, it would multiply the coefficient by $\sqrt{m!}$ for each output mode with occupation $m$.

Signs are units of the integers, `ℤˣ`, cast into `R`; `glynnTerm` is $g(\delta)$.

```lean
/-- The contribution of one sign vector `δ` to Glynn's sum. -/
def glynnTerm (A : Matrix n n R) (δ : n → ℤˣ) : R :=
  (∏ k, ((δ k : ℤ) : R)) * ∏ j, ∑ i, ((δ i : ℤ) : R) * A i j
```

## Only permutations survive

Permutations embed injectively into all maps, and on a finite set a surjective map is a permutation.

```lean
/-- A sum over all assignments of bosons to output modes reduces to a sum over permutations
if every assignment that leaves a mode empty contributes zero. -/
theorem sum_maps_eq_sum_perm (F : (n → n) → R)
    (hF : ∀ f, ¬ Function.Surjective f → F f = 0) :
    ∑ f, F f = ∑ σ : Equiv.Perm n, F σ :=
  (Fintype.sum_of_injective (fun σ : Equiv.Perm n => (σ : n → n)) DFunLike.coe_injective _ _
    (fun f hf => hF f fun hs =>
      hf ⟨Equiv.ofBijective f ⟨Finite.injective_iff_surjective.2 hs, hs⟩, rfl⟩)
    (fun _ => rfl)).symm
```

In the next proof, `key` turns each map into a monomial and `expand` extracts the coefficient. For a map that misses mode `k`, comparing occupations of `k` would give $0=1$.

```lean
/-- The amplitude from one boson in every input mode to one boson in every output mode is the
permanent of the network matrix. -/
theorem amplitude_eq_permanent (A : Matrix n n R) : amplitude A = A.permanent := by
  -- each assignment of bosons to output modes gives one monomial
  have key : ∀ f : n → n, ∏ j, (MvPolynomial.C (A (f j) j) * MvPolynomial.X (f j)) =
      MvPolynomial.monomial (∑ j, Finsupp.single (f j) 1) (∏ j, A (f j) j) := by
    intro f
    simp only [MvPolynomial.monomial_sum_index, Finset.prod_mul_distrib, map_prod,
      MvPolynomial.X]
  have expand : amplitude A = ∑ f : n → n,
      if (∑ j, Finsupp.single (f j) 1 : n →₀ ℕ) = ∑ i, Finsupp.single i 1
        then ∏ j, A (f j) j else 0 := by
    rw [amplitude, outputState, Finset.prod_univ_sum, Fintype.piFinset_univ,
      MvPolynomial.coeff_sum]
    exact Finset.sum_congr rfl fun f _ => by rw [key, MvPolynomial.coeff_monomial]
  rw [expand, sum_maps_eq_sum_perm, Matrix.permanent]
  · exact Finset.sum_congr rfl fun σ _ =>
      if_pos (Equiv.sum_comp σ fun i => (Finsupp.single i 1 : n →₀ ℕ))
  · -- an empty output mode `k` has occupation zero instead of one
    intro f hf
    apply if_neg
    intro h
    apply hf
    intro k
    by_contra hk
    have hk' : ∀ j, f j ≠ k := fun j hj => hk ⟨j, hj⟩
    have h' := congrArg (Finsupp.applyAddHom k : (n →₀ ℕ) →+ ℕ) h
    rw [map_sum, map_sum] at h'
    simp [Finsupp.single_apply, hk'] at h'
```

The sign flip is multiplication by `ε`. The step from $S_f=-S_f$ to $S_f=0$ is made in the integers and then cast into `R`, where $2$ might be a zero divisor.

```lean
/-- The sum over signs removes every assignment `f` of bosons that leaves some mode empty. -/
theorem sign_sum_eq_zero {f : n → n} (hf : ¬ Function.Surjective f) :
    ∑ δ : n → ℤˣ, (∏ k, ((δ k : ℤ) : R)) * ∏ j, ((δ (f j) : ℤ) : R) = 0 := by
  obtain ⟨k, hk⟩ : ∃ k, ∀ j, f j ≠ k := by simpa [Function.Surjective] using hf
  -- flip the sign of the empty mode
  obtain ⟨ε, hε⟩ : ∃ ε : n → ℤˣ, ∀ i, ε i = if i = k then -1 else 1 := ⟨_, fun _ => rfl⟩
  have h1 : ∏ i, (ε i : ℤ) = -1 := by
    rw [Finset.prod_eq_single k (fun i _ hi => by simp [hε, hi]) (by simp)]
    simp [hε]
  have h3 : ∏ j, (ε (f j) : ℤ) = 1 := Finset.prod_eq_one fun j _ => by simp [hε, hk j]
  have hZ : ∑ δ : n → ℤˣ, (∏ i, (δ i : ℤ)) * ∏ j, (δ (f j) : ℤ) = 0 := by
    have h := Equiv.sum_comp (Equiv.mulLeft ε)
      (fun δ : n → ℤˣ => (∏ i, (δ i : ℤ)) * ∏ j, (δ (f j) : ℤ))
    simp only [Equiv.coe_mulLeft, Pi.mul_apply, Units.val_mul, Finset.prod_mul_distrib,
      h1, h3] at h
    simp only [neg_mul, one_mul, Finset.sum_neg_distrib] at h
    linarith
  have h := congrArg (Int.cast : ℤ → R) hZ
  push_cast at h
  exact h
```

For a permutation, reindexing pairs each sign with itself.

```lean
/-- For a permutation of the modes the sum over signs is two to the number of modes. -/
theorem sign_sum_perm (σ : Equiv.Perm n) :
    ∑ δ : n → ℤˣ, (∏ k, ((δ k : ℤ) : R)) * ∏ j, ((δ (σ j) : ℤ) : R) =
      2 ^ Fintype.card n := by
  have h : ∀ δ : n → ℤˣ, (∏ k, ((δ k : ℤ) : R)) * ∏ j, ((δ (σ j) : ℤ) : R) = 1 := by
    intro δ
    rw [Equiv.prod_comp σ (fun i => ((δ i : ℤ) : R)), ← Finset.prod_mul_distrib]
    exact Finset.prod_eq_one fun i _ => by
      rcases Int.units_eq_one_or (δ i) with h | h <;> simp [h]
  rw [Finset.sum_congr rfl fun δ _ => h δ]
  simp
```

## The formula and its halved sum

`Finset.sum_comm` exchanges the sums, and the two sign lemmas evaluate the inner one.

```lean
/-- Glynn's formula without division, valid over every commutative ring. -/
theorem two_pow_mul_permanent (A : Matrix n n R) :
    2 ^ Fintype.card n * A.permanent = ∑ δ, glynnTerm A δ := by
  -- expand the product and carry out the sum over signs first
  have expand : ∑ δ, glynnTerm A δ = ∑ f : n → n, (∏ j, A (f j) j) *
      ∑ δ : n → ℤˣ, (∏ k, ((δ k : ℤ) : R)) * ∏ j, ((δ (f j) : ℤ) : R) := by
    simp only [glynnTerm, Finset.prod_univ_sum, Fintype.piFinset_univ,
      Finset.prod_mul_distrib, Finset.mul_sum]
    rw [Finset.sum_comm]
    exact Finset.sum_congr rfl fun f _ => Finset.sum_congr rfl fun δ _ => by ring
  rw [expand, sum_maps_eq_sum_perm]
  · simp only [sign_sum_perm]
    rw [← Finset.sum_mul, mul_comm, Matrix.permanent]
  · intro f hf
    rw [sign_sum_eq_zero hf, mul_zero]
```

Division by $2^n$ is the only step that uses `h2`.

```lean
/-- **Glynn's formula**: over a field in which `2 ≠ 0`, the permanent is the average over all sign
vectors `δ` of the product of all signs times the product over the columns `j` of the signed column
sums `∑ i, δ i * A i j`. -/
theorem glynn_formula {K : Type*} [Field K] (h2 : (2 : K) ≠ 0) (A : Matrix n n K) :
    A.permanent = (2 ^ Fintype.card n)⁻¹ *
      ∑ δ : n → ℤˣ, (∏ k, ((δ k : ℤ) : K)) * ∏ j, ∑ i, ((δ i : ℤ) : K) * A i j := by
  rw [eq_inv_mul_iff_mul_eq₀ (pow_ne_zero _ h2)]
  exact two_pow_mul_permanent A
```

For global reversal, the two products are merged, so that both minus signs meet in each factor.

```lean
omit [DecidableEq n] in
/-- Reversing all signs at once leaves a term of Glynn's sum unchanged. -/
theorem glynnTerm_neg (A : Matrix n n R) (δ : n → ℤˣ) :
    glynnTerm A (-δ) = glynnTerm A δ := by
  unfold glynnTerm
  rw [← Finset.prod_mul_distrib, ← Finset.prod_mul_distrib]
  exact Finset.prod_congr rfl fun k _ => by simp [Finset.sum_neg_distrib]
```

The sum is split by the sign of mode `a`; `hflip` equates the halves.

```lean
/-- Over a field in which `2 ≠ 0`, the sign of one chosen mode `a` can be fixed to plus, so that
half of the sign vectors suffice. -/
theorem glynn_formula_half {K : Type*} [Field K] (h2 : (2 : K) ≠ 0) (A : Matrix n n K) (a : n) :
    A.permanent = 2 / 2 ^ Fintype.card n * ∑ δ : n → ℤˣ with δ a = 1, glynnTerm A δ := by
  have hne : (-1 : ℤˣ) ≠ 1 := by decide
  -- global sign reversal exchanges the two halves of the sum
  have hflip : ∑ δ : n → ℤˣ, (if δ a = 1 then 0 else glynnTerm A δ) =
      ∑ δ : n → ℤˣ, if δ a = 1 then glynnTerm A δ else 0 := by
    refine Fintype.sum_equiv (Equiv.neg (n → ℤˣ)) _ _ fun δ => ?_
    rcases Int.units_eq_one_or (δ a) with h | h <;> simp [h, hne, glynnTerm_neg]
  have hsplit : ∑ δ, glynnTerm A δ = (∑ δ : n → ℤˣ, if δ a = 1 then glynnTerm A δ else 0) +
      ∑ δ : n → ℤˣ, (if δ a = 1 then 0 else glynnTerm A δ) := by
    rw [← Finset.sum_add_distrib]
    exact Finset.sum_congr rfl fun δ _ => by split_ifs <;> simp
  rw [Finset.sum_filter, div_mul_eq_mul_div, eq_div_iff (pow_ne_zero _ h2)]
  linear_combination two_pow_mul_permanent A + hsplit + hflip
```

## Unitary networks

Unitarity stands for a lossless network. Here `d ᵥ* U` is the vector $v$, `hs` is norm conservation, and `hp` is the exponential estimate.

```lean
/-- For a unitary network every term of Glynn's sum has modulus at most one. -/
theorem norm_glynnTerm_le_one {U : Matrix n n ℂ} (hU : U ∈ Matrix.unitaryGroup n ℂ)
    (δ : n → ℤˣ) : ‖glynnTerm U δ‖ ≤ 1 := by
  have hU' : U * Uᴴ = 1 := Matrix.mem_unitaryGroup_iff.mp hU
  obtain ⟨d, hd⟩ : ∃ d : n → ℂ, ∀ i, d i = ((δ i : ℤ) : ℂ) := ⟨_, fun _ => rfl⟩
  have hd1 : ∀ i, d i * star (d i) = 1 := fun i => by
    rcases Int.units_eq_one_or (δ i) with h | h <;> simp [hd, h]
  have hdn : ∀ i, ‖((δ i : ℤ) : ℂ)‖ = 1 := fun i => by
    rcases Int.units_eq_one_or (δ i) with h | h <;> simp [h]
  have hz : ∀ z : ℂ, z * star z = ((‖z‖ ^ 2 : ℝ) : ℂ) := fun z => by
    rw [← Complex.normSq_eq_norm_sq]
    exact Complex.mul_conj z
  -- multiplication by the unitary `U` from the right conserves the norm of the sign vector
  have h : (d ᵥ* U) ⬝ᵥ star (d ᵥ* U) = (Fintype.card n : ℂ) := by
    rw [Matrix.star_vecMul, ← Matrix.dotProduct_mulVec, Matrix.mulVec_mulVec, hU',
      Matrix.one_mulVec]
    exact (Finset.sum_congr rfl fun i _ => hd1 i).trans (by simp)
  have hs : ∑ j, ‖(d ᵥ* U) j‖ ^ 2 = (Fintype.card n : ℝ) := by
    have hc : ((∑ j, ‖(d ᵥ* U) j‖ ^ 2 : ℝ) : ℂ) = (Fintype.card n : ℂ) := by
      rw [← h, Complex.ofReal_sum]
      exact Finset.sum_congr rfl fun j _ => (hz _).symm
    exact_mod_cast hc
  -- non-negative numbers with mean one have product at most one, since `x ≤ exp (x - 1)`
  have hp : (∏ j, ‖(d ᵥ* U) j‖) ^ 2 ≤ 1 := by
    calc (∏ j, ‖(d ᵥ* U) j‖) ^ 2 = ∏ j, ‖(d ᵥ* U) j‖ ^ 2 := (Finset.prod_pow _ _ _).symm
      _ ≤ ∏ j, Real.exp (‖(d ᵥ* U) j‖ ^ 2 - 1) :=
        Finset.prod_le_prod (fun j _ => by positivity) fun j _ => by
          linarith [Real.add_one_le_exp (‖(d ᵥ* U) j‖ ^ 2 - 1)]
      _ = 1 := by
        rw [← Real.exp_sum, Finset.sum_sub_distrib, hs]
        simp
  have hv : glynnTerm U δ = (∏ k, ((δ k : ℤ) : ℂ)) * ∏ j, (d ᵥ* U) j := by
    simp only [glynnTerm, Matrix.vecMul, dotProduct, hd]
  rw [hv, norm_mul, norm_prod, norm_prod, Finset.prod_eq_one fun k _ => hdn k, one_mul]
  nlinarith [hp]
```

The triangle inequality bounds the whole sum by $2^n$, and cancelling this factor bounds the amplitude.

```lean
/-- In a unitary network the amplitude from one boson in every input mode to one boson in every
output mode has modulus at most one. -/
theorem norm_amplitude_le_one {U : Matrix n n ℂ} (hU : U ∈ Matrix.unitaryGroup n ℂ) :
    ‖amplitude U‖ ≤ 1 := by
  have hb : ‖∑ δ, glynnTerm U δ‖ ≤ 2 ^ Fintype.card n :=
    (norm_sum_le _ _).trans
      ((Finset.sum_le_sum fun δ _ => norm_glynnTerm_le_one hU δ).trans (by simp))
  have h2 : ‖(2 : ℂ)‖ = 2 := by norm_num
  rw [← two_pow_mul_permanent, norm_mul, norm_pow, h2] at hb
  rw [amplitude_eq_permanent]
  have hpos : (0 : ℝ) < 2 ^ Fintype.card n := by positivity
  exact le_of_mul_le_mul_left (by rw [mul_one]; exact hb) hpos

end

end GlynnFormula
```

```lean
#print axioms GlynnFormula.glynn_formula
#print axioms GlynnFormula.glynn_formula_half
#print axioms GlynnFormula.norm_amplitude_le_one
```

```
'GlynnFormula.glynn_formula' depends on axioms: [propext, Classical.choice, Quot.sound]
'GlynnFormula.glynn_formula_half' depends on axioms: [propext, Classical.choice, Quot.sound]
'GlynnFormula.norm_amplitude_le_one' depends on axioms: [propext, Classical.choice, Quot.sound]
```
